# For a mirror-symmetric one-electron Hamiltonian, even own functions and odd ghost functions give the smaller of their separate energies

When ghost functions lower a fragment's energy, the drop may be read as an improvement of the fragment's own state, even in a case where the minimisation has in fact moved to a state of the other parity. For a linear one-electron Hamiltonian that commutes with the mirror operation, even own functions and odd ghost functions do not mix, so a change of state is the only way in which such ghosts can lower the energy.

```lean
import Mathlib

open scoped InnerProductSpace

namespace GhostParity

noncomputable section

variable {V : Type*} [NormedAddCommGroup V] [InnerProductSpace ℝ V]

/-- The Rayleigh quotient of the Hamiltonian `H` in the state `x`. -/
def rayleigh (H : V →ₗ[ℝ] V) (x : V) : ℝ := ⟪x, H x⟫_ℝ / ⟪x, x⟫_ℝ

/-- The Rayleigh quotients reached by nonzero states of the basis space `W`. -/
def energies (H : V →ₗ[ℝ] V) (W : Submodule ℝ V) : Set ℝ :=
  {e | ∃ x ∈ W, x ≠ 0 ∧ rayleigh H x = e}

/-- The variational energy of `H` in the basis space `W`. -/
def leastEnergy (H : V →ₗ[ℝ] V) (W : Submodule ℝ V) : ℝ := sInf (energies H W)

/-- An even and an odd state have zero overlap, and a Hamiltonian that commutes with the
symmetry operation does not couple them. -/
theorem parity_decoupling (H : V →ₗ[ℝ] V) (R : V →ₗᵢ[ℝ] V)
    (hRH : ∀ x, R (H x) = H (R x)) {u g : V} (hu : R u = u) (hg : R g = -g) :
    ⟪u, g⟫_ℝ = 0 ∧ ⟪u, H g⟫_ℝ = 0 ∧ ⟪g, H u⟫_ℝ = 0 := by
  -- each matrix element equals its own negative
  have h1 := R.inner_map_map u g
  have h2 := R.inner_map_map u (H g)
  have h3 := R.inner_map_map g (H u)
  rw [hu, hg, inner_neg_right] at h1
  rw [hRH, hu, hg, map_neg, inner_neg_right] at h2
  rw [hRH, hu, hg, inner_neg_left] at h3
  exact ⟨by linarith, by linarith, by linarith⟩

/-- The squared norm and the unnormalised energy of a sum of an even and an odd state are
the sums of the separate contributions. -/
theorem parity_additivity (H : V →ₗ[ℝ] V) (R : V →ₗᵢ[ℝ] V)
    (hRH : ∀ x, R (H x) = H (R x)) {u g : V} (hu : R u = u) (hg : R g = -g) :
    ⟪u + g, u + g⟫_ℝ = ⟪u, u⟫_ℝ + ⟪g, g⟫_ℝ ∧
      ⟪u + g, H (u + g)⟫_ℝ = ⟪u, H u⟫_ℝ + ⟪g, H g⟫_ℝ := by
  obtain ⟨h1, h2, h3⟩ := parity_decoupling H R hRH hu hg
  have h4 : ⟪g, u⟫_ℝ = 0 := by rw [real_inner_comm]; exact h1
  constructor
  · simp only [inner_add_left, inner_add_right]
    linarith
  · simp only [map_add, inner_add_left, inner_add_right]
    linarith

variable [FiniteDimensional ℝ V]

/-- In a nonzero basis space the variational energy is attained: it is the least of all
Rayleigh quotients. -/
theorem leastEnergy_isLeast (H : V →ₗ[ℝ] V) {W : Submodule ℝ V} (hW : W ≠ ⊥) :
    IsLeast (energies H W) (leastEnergy H W) := by
  have hc : IsCompact (Metric.sphere (0 : V) 1 ∩ (W : Set V)) :=
    (isCompact_sphere 0 1).inter_right W.closed_of_finiteDimensional
  have unit : ∀ y ∈ W, y ≠ 0 → ‖y‖⁻¹ • y ∈ Metric.sphere (0 : V) 1 ∩ (W : Set V) := by
    intro y hy h0
    refine ⟨?_, W.smul_mem _ hy⟩
    rw [mem_sphere_zero_iff_norm, norm_smul, norm_inv, norm_norm,
      inv_mul_cancel₀ (norm_ne_zero_iff.mpr h0)]
  have hH : Continuous H := H.continuous_of_finiteDimensional
  have hf : Continuous fun x : V => ⟪x, H x⟫_ℝ := by
    fun_prop
  obtain ⟨w, hw, hw0⟩ := W.exists_mem_ne_zero_of_ne_bot hW
  -- a minimiser on the unit sphere minimises the quotient over all nonzero states
  obtain ⟨x, hx, hmin⟩ := hc.exists_isMinOn ⟨_, unit w hw hw0⟩ hf.continuousOn
  have hx1 : ‖x‖ = 1 := mem_sphere_zero_iff_norm.mp hx.1
  have hleast : IsLeast (energies H W) (rayleigh H x) := by
    refine ⟨⟨x, hx.2, by intro h; simp [h] at hx1, rfl⟩, ?_⟩
    rintro _ ⟨y, hy, hy0, rfl⟩
    have h := isMinOn_iff.mp hmin _ (unit y hy hy0)
    have hn : ‖y‖ ≠ 0 := norm_ne_zero_iff.mpr hy0
    have e1 : rayleigh H x = ⟪x, H x⟫_ℝ := by
      rw [rayleigh, real_inner_self_eq_norm_sq, hx1, one_pow, div_one]
    have e2 : rayleigh H y = ⟪‖y‖⁻¹ • y, H (‖y‖⁻¹ • y)⟫_ℝ := by
      rw [rayleigh, real_inner_self_eq_norm_sq, map_smul, real_inner_smul_left,
        real_inner_smul_right]
      field_simp
    rw [e1, e2]
    exact h
  rw [leastEnergy, hleast.csInf_eq]
  exact hleast

/-- The variational bound in unnormalised form, for every state of the basis space. -/
theorem leastEnergy_mul_le (H : V →ₗ[ℝ] V) {W : Submodule ℝ V} {x : V} (hx : x ∈ W) :
    leastEnergy H W * ⟪x, x⟫_ℝ ≤ ⟪x, H x⟫_ℝ := by
  by_cases h0 : x = 0
  · simp [h0]
  · have hW : W ≠ ⊥ := by
      rintro rfl
      exact h0 ((Submodule.mem_bot ℝ).mp hx)
    have hp : 0 < ⟪x, x⟫_ℝ :=
      lt_of_le_of_ne real_inner_self_nonneg (Ne.symm (inner_self_ne_zero.mpr h0))
    exact (le_div_iff₀ hp).mp ((leastEnergy_isLeast H hW).2 ⟨x, hx, h0, rfl⟩)

/-- Even own functions together with odd ghost functions give the smaller of the two
separate variational energies. -/
theorem leastEnergy_sup_eq_min (H : V →ₗ[ℝ] V) (R : V →ₗᵢ[ℝ] V)
    (hRH : ∀ x, R (H x) = H (R x)) {U G : Submodule ℝ V} (hU0 : U ≠ ⊥) (hG0 : G ≠ ⊥)
    (hU : ∀ u ∈ U, R u = u) (hG : ∀ g ∈ G, R g = -g) :
    leastEnergy H (U ⊔ G) = min (leastEnergy H U) (leastEnergy H G) := by
  have hS := leastEnergy_isLeast H (ne_bot_of_le_ne_bot hU0 (le_sup_left : U ≤ U ⊔ G))
  apply le_antisymm
  · -- minimisers of the separate spaces are trial states in the joint space
    obtain ⟨u, hu, hu0, heu⟩ := (leastEnergy_isLeast H hU0).1
    obtain ⟨g, hg, hg0, heg⟩ := (leastEnergy_isLeast H hG0).1
    exact le_min (hS.2 ⟨u, Submodule.mem_sup_left hu, hu0, heu⟩)
      (hS.2 ⟨g, Submodule.mem_sup_right hg, hg0, heg⟩)
  · -- the energy of a joint minimiser splits into its even and odd parts
    obtain ⟨x, hx, h0, he⟩ := hS.1
    obtain ⟨u, hu, g, hg, rfl⟩ := Submodule.mem_sup.mp hx
    obtain ⟨hn, hE⟩ := parity_additivity H R hRH (hU u hu) (hG g hg)
    have hp : 0 < ⟪u + g, u + g⟫_ℝ :=
      lt_of_le_of_ne real_inner_self_nonneg (Ne.symm (inner_self_ne_zero.mpr h0))
    rw [← he, rayleigh, le_div_iff₀ hp, hn, hE, mul_add]
    exact add_le_add
      ((mul_le_mul_of_nonneg_right (min_le_left _ _) real_inner_self_nonneg).trans
        (leastEnergy_mul_le H hu))
      ((mul_le_mul_of_nonneg_right (min_le_right _ _) real_inner_self_nonneg).trans
        (leastEnergy_mul_le H hg))

/-- The energy lowering by odd ghost functions is the gap between the own and ghost energies
when that gap is positive, and zero otherwise; it vanishes exactly when the own energy does
not exceed the ghost energy. -/
theorem ghost_lowering (H : V →ₗ[ℝ] V) (R : V →ₗᵢ[ℝ] V)
    (hRH : ∀ x, R (H x) = H (R x)) {U G : Submodule ℝ V} (hU0 : U ≠ ⊥) (hG0 : G ≠ ⊥)
    (hU : ∀ u ∈ U, R u = u) (hG : ∀ g ∈ G, R g = -g) :
    leastEnergy H U - leastEnergy H (U ⊔ G) = max 0 (leastEnergy H U - leastEnergy H G) ∧
      (leastEnergy H U - leastEnergy H (U ⊔ G) = 0 ↔ leastEnergy H U ≤ leastEnergy H G) := by
  rw [leastEnergy_sup_eq_min H R hRH hU0 hG0 hU hG]
  rcases le_total (leastEnergy H U) (leastEnergy H G) with h | h
  · rw [min_eq_left h, max_eq_left (by linarith)]
    exact ⟨sub_self _, fun _ => h, fun _ => sub_self _⟩
  · rw [min_eq_right h, max_eq_right (by linarith)]
    exact ⟨rfl, fun h' => by linarith, fun h' => by linarith⟩

/-- If the odd ghost space has the lower variational energy, every minimising state of the
joint basis lies entirely in the ghost space. -/
theorem minimiser_mem_ghost (H : V →ₗ[ℝ] V) (R : V →ₗᵢ[ℝ] V)
    (hRH : ∀ x, R (H x) = H (R x)) {U G : Submodule ℝ V} (hU0 : U ≠ ⊥) (hG0 : G ≠ ⊥)
    (hU : ∀ u ∈ U, R u = u) (hG : ∀ g ∈ G, R g = -g)
    (hlt : leastEnergy H G < leastEnergy H U) {x : V} (hx : x ∈ U ⊔ G) (h0 : x ≠ 0)
    (he : rayleigh H x = leastEnergy H (U ⊔ G)) : x ∈ G := by
  obtain ⟨u, hu, g, hg, rfl⟩ := Submodule.mem_sup.mp hx
  obtain ⟨hn, hE⟩ := parity_additivity H R hRH (hU u hu) (hG g hg)
  rw [leastEnergy_sup_eq_min H R hRH hU0 hG0 hU hG, min_eq_right hlt.le, rayleigh,
    div_eq_iff (inner_self_ne_zero.mpr h0), hn, hE] at he
  have h1 := leastEnergy_mul_le H hu
  have h2 := leastEnergy_mul_le H hg
  -- any even component would cost energy
  have h3 : ⟪u, u⟫_ℝ ≤ 0 := by
    by_contra hc
    nlinarith [mul_pos (sub_pos.mpr hlt) (not_le.mp hc)]
  have hu0 : u = 0 := inner_self_eq_zero.mp (le_antisymm h3 real_inner_self_nonneg)
  rw [hu0, zero_add]
  exact hg

/-- The mirror operation on a real two-orbital space, modelled as conjugation of the
complex plane. -/
def mirror : ℂ →ₗᵢ[ℝ] ℂ := Complex.conjLIE.toLinearIsometry

/-- The two-orbital Hamiltonian with energy `a` on the real axis and `b` on the
imaginary axis. -/
def twoLevel (a b : ℝ) : ℂ →ₗ[ℝ] ℂ where
  toFun z := ⟨a * z.re, b * z.im⟩
  map_add' x y := by apply Complex.ext <;> simp <;> ring
  map_smul' c x := by apply Complex.ext <;> simp <;> ring

/-- The two-orbital model, with the real axis as own space and the imaginary axis as ghost
space, meets all symmetry hypotheses, and its separate variational energies are `a` and `b`. -/
theorem leastEnergy_sup_eq_min_witness (a b : ℝ) :
    (∀ z, mirror (twoLevel a b z) = twoLevel a b (mirror z)) ∧
    (∀ u ∈ Submodule.span ℝ {(1 : ℂ)}, mirror u = u) ∧
    (∀ g ∈ Submodule.span ℝ {Complex.I}, mirror g = -g) ∧
    Submodule.span ℝ {(1 : ℂ)} ≠ ⊥ ∧ Submodule.span ℝ {Complex.I} ≠ ⊥ ∧
    leastEnergy (twoLevel a b) (Submodule.span ℝ {(1 : ℂ)}) = a ∧
    leastEnergy (twoLevel a b) (Submodule.span ℝ {Complex.I}) = b := by
  have hR : ∀ z, mirror z = starRingEnd ℂ z := fun _ => rfl
  have hin : ∀ z w : ℂ, ⟪z, w⟫_ℝ = z.re * w.re + z.im * w.im := by
    intro z w
    rw [Complex.inner]
    simp
    ring
  have h1 : Submodule.span ℝ {(1 : ℂ)} ≠ ⊥ := by
    simp
  have hI : Submodule.span ℝ {Complex.I} ≠ ⊥ := by
    simp
  refine ⟨?_, ?_, ?_, h1, hI, ?_, ?_⟩
  · intro z
    rw [hR, hR]
    apply Complex.ext <;> simp [twoLevel]
  · intro u hu
    obtain ⟨c, rfl⟩ := Submodule.mem_span_singleton.mp hu
    rw [hR]
    apply Complex.ext <;> simp
  · intro g hg
    obtain ⟨c, rfl⟩ := Submodule.mem_span_singleton.mp hg
    rw [hR]
    apply Complex.ext <;> simp
  · obtain ⟨x, hx, h0, he⟩ := (leastEnergy_isLeast (twoLevel a b) h1).1
    obtain ⟨c, rfl⟩ := Submodule.mem_span_singleton.mp hx
    rw [← he, rayleigh, div_eq_iff (inner_self_ne_zero.mpr h0), hin, hin]
    simp [twoLevel]
    ring
  · obtain ⟨x, hx, h0, he⟩ := (leastEnergy_isLeast (twoLevel a b) hI).1
    obtain ⟨c, rfl⟩ := Submodule.mem_span_singleton.mp hx
    rw [← he, rayleigh, div_eq_iff (inner_self_ne_zero.mpr h0), hin, hin]
    simp [twoLevel]
    ring

end

end GhostParity
```

```lean
#print axioms GhostParity.leastEnergy_sup_eq_min
#print axioms GhostParity.ghost_lowering
#print axioms GhostParity.minimiser_mem_ghost
```

```
'GhostParity.leastEnergy_sup_eq_min' depends on axioms: [propext, Classical.choice, Quot.sound]
'GhostParity.ghost_lowering' depends on axioms: [propext, Classical.choice, Quot.sound]
'GhostParity.minimiser_mem_ghost' depends on axioms: [propext, Classical.choice, Quot.sound]
```

## The least energy of the joint basis

Let $V$ be a finite-dimensional real inner-product space, $H$ a linear operator on it, and $R$ a linear isometry with $RH=HR$. For a nonzero subspace $W$, write
$$E(W)=\min_{0\ne x\in W}\frac{\langle x,Hx\rangle}{\langle x,x\rangle}.$$
If $Ru=u$ on a nonzero space $U$ and $Rg=-g$ on a nonzero space $G$, then `leastEnergy_sup_eq_min` states that
$$E(U+G)=\min(E(U),E(G)).$$

In Lean, `rayleigh` is the quotient, `energies` the set of its values on nonzero vectors of $W$, and `leastEnergy` the infimum of that set. `leastEnergy_isLeast` shows that the infimum is attained when $W$ is nonzero. The sum $U+G$ is written `U ⊔ G`, and the type `V →ₗᵢ[ℝ] V` makes $R$ a linear isometry. The theorems do not need $H$ to be symmetric. When it is, as for a physical Hamiltonian, $E(W)$ is the lowest eigenvalue of the matrix of $H$ in an orthonormal basis of $W$.

## A fragment with ghosts of opposite parity

$U$ is spanned by the fragment's own basis functions and $G$ by functions placed at the absent partner's position. For example, $R$ may be reflection in a plane through both centres, with s functions on the fragment and a ghost p function perpendicular to the plane. The condition $RH=HR$ says that the fragment's Hamiltonian has this mirror symmetry. All own functions must be even: a p function on the fragment perpendicular to the plane is odd and can mix with the ghost, so a basis that contains one is not covered.

In a counterpoise calculation for one electron in a finite real basis, the lowering by such ghosts is
$$E(U)-E(U+G)=\max(0,E(U)-E(G)).$$
By `ghost_lowering`, it vanishes exactly when $E(U)\le E(G)$. If $E(G)<E(U)$, `minimiser_mem_ghost` places every minimiser of the joint basis entirely in $G$.

The theorems treat a fixed linear $H$, not a self-consistent field. Nor does odd parity of the ghost orbitals carry over to many-electron states: two electrons in an odd orbital form an even configuration, which can mix with the fragment's even states.

## Why the parities separate

For $u\in U$ and $g\in G$, the isometry and the commutation give
$$\begin{aligned}
\langle u,g\rangle&=\langle Ru,Rg\rangle=-\langle u,g\rangle,\\
\langle u,Hg\rangle&=\langle Ru,HRg\rangle=-\langle u,Hg\rangle,\\
\langle g,Hu\rangle&=\langle Rg,HRu\rangle=-\langle g,Hu\rangle.
\end{aligned}$$
All three therefore vanish. This is `parity_decoupling`, where `linarith` concludes that a number equal to its own negative is zero. Expanding the inner products then gives `parity_additivity`:
$$\begin{aligned}
\langle u+g,u+g\rangle&=\langle u,u\rangle+\langle g,g\rangle,\\
\langle u+g,H(u+g)\rangle&=\langle u,Hu\rangle+\langle g,Hg\rangle.
\end{aligned}$$

The minimum exists because $\langle x,Hx\rangle$ is continuous on the compact unit sphere of $W$, and rescaling a nonzero vector leaves its quotient unchanged. Multiplying out the denominator gives `leastEnergy_mul_le`,
$$E(W)\langle x,x\rangle\le\langle x,Hx\rangle,$$
which also holds for $x=0$.

The main proof uses `le_antisymm` to split the equality into two bounds. Minimisers of $U$ and $G$ are trial states in $U+G$, so $E(U+G)\le m$, where $m=\min(E(U),E(G))$. Conversely, a joint minimiser $x=u+g$ satisfies
$$\begin{aligned}
\langle x,Hx\rangle&\ge E(U)\langle u,u\rangle+E(G)\langle g,g\rangle\\
&\ge m\langle x,x\rangle,
\end{aligned}$$
and division by $\langle x,x\rangle>0$ gives $E(U+G)\ge m$.

The lowering formula follows by comparing $E(U)$ with $E(G)$. If $E(G)<E(U)$, a joint minimiser has $\langle x,Hx\rangle=E(G)\langle x,x\rangle$, and the first inequality above becomes
$$(E(U)-E(G))\langle u,u\rangle\le0.$$
Hence $u=0$ and $x=g\in G$; `nlinarith` supplies the sign argument.

## Two orbitals that show both cases

`leastEnergy_sup_eq_min_witness` takes the complex plane as a real two-dimensional space, with conjugation as `mirror`. The Hamiltonian `twoLevel a b` multiplies the real part by $a$ and the imaginary part by $b$. The real axis is the own space and the imaginary axis the ghost space; every nonzero vector on them has quotient $a$ or $b$ respectively. All the symmetry hypotheses hold for any real $a$ and $b$, so the ghost leaves the energy unchanged for $a\le b$ and lowers it by $a-b$ for $b<a$.
